# Second-order perturbation theory gives the exact energy of the nodeless Morse state

If the nodeless state of a Morse bond is square integrable, its exact energy is the harmonic zero-point energy plus the first two perturbative corrections, computed from the cubic and quartic Taylor coefficients at the minimum, with the cubic term counted as first order and the quartic term as second order. This gives a closed-form check for zero-point energies computed by second-order perturbation theory from quartic force fields, for a single one-dimensional bond without rotation.

## The bond and its perturbation expansion

The displacement x runs over the whole real line, and ħ and the reduced mass are 1. That a real bond follows a Morse curve is a physical assumption.

```lean
import Mathlib

open Polynomial MeasureTheory

namespace MorseSecondOrder

noncomputable section
```

`ham V f` is the Hamiltonian −f″/2 + Vf, evaluated point by point.

```lean
/-- The Hamiltonian `-f''/2 + V f` of a particle of unit mass, with `ħ = 1`. -/
def ham (V f : ℝ → ℝ) (x : ℝ) : ℝ := -(deriv (deriv f) x) / 2 + V x * f x
```

The depth D will be set to w²/(2a²), so that V″(0) = w². Thus w is the harmonic frequency, usually written ω.

```lean
/-- The Morse potential of depth `D` and range parameter `a`. -/
def morse (D a x : ℝ) : ℝ := D * (1 - Real.exp (-a * x)) ^ 2

/-- The nodeless Morse wavefunction, for `a ≠ 0`. -/
def morseState (a w x : ℝ) : ℝ :=
  Real.exp (-(w / a ^ 2) * Real.exp (-a * x) - (w / a - a / 2) * x)
```

The coefficients cₖ include the factorial, unlike force constants defined as bare derivatives.

```lean
/-- The `k`-th Taylor coefficient of a potential at the origin. -/
def taylorCoeff (V : ℝ → ℝ) (k : ℕ) : ℝ := iteratedDeriv k V 0 / (k.factorial : ℝ)
```

Write g = exp(−wx²/2). It is unnormalised; (w/π)^(1/4) g has norm 1 for w > 0. `gauss w p` is pg, and `shift`, which is not a translation, is the operator Tp = wxp′ − p″/2.

```lean
/-- A polynomial times the Gaussian `exp(-w x²/2)`. -/
def gauss (w : ℝ) (p : ℝ[X]) (x : ℝ) : ℝ := p.eval x * Real.exp (-(w * x ^ 2 / 2))

/-- The operator `p ↦ w x p' - p''/2` on polynomials. -/
def shift (w : ℝ) (p : ℝ[X]) : ℝ[X] :=
  C w * (X * derivative p) - C (1 / 2) * derivative (derivative p)
```

The perturbed potential is w²x²/2 + λc₃x³ + λ²c₄x⁴, with λ = 1 at the end. This ordering suits the Morse bond, where c₃ scales as a and c₄ as a² at fixed w. `EnergyCorrections` says that polynomials p and q exist for which pg and qg solve the Rayleigh–Schrödinger equations of orders λ and λ², with energies e₁ and e₂.

```lean
/-- For `w > 0`, `e₁` and `e₂` are the first two energy corrections to the oscillator level `w/2` in
the potential `w²x²/2 + l c₃x³ + l² c₄x⁴`: the Rayleigh–Schrödinger equations of orders `l` and `l²`
have solutions of the form polynomial times Gaussian. -/
def EnergyCorrections (w c₃ c₄ e₁ e₂ : ℝ) : Prop :=
  ∃ p q : ℝ[X],
    (∀ x, ham (fun y => w ^ 2 * y ^ 2 / 2) (gauss w p) x + c₃ * x ^ 3 * gauss w 1 x
      = w / 2 * gauss w p x + e₁ * gauss w 1 x) ∧
    (∀ x, ham (fun y => w ^ 2 * y ^ 2 / 2) (gauss w q) x + c₃ * x ^ 3 * gauss w p x
      + c₄ * x ^ 4 * gauss w 1 x
      = w / 2 * gauss w q x + e₁ * gauss w p x + e₂ * gauss w 1 x)
```

## (a) A second derivative from two first derivatives

**Task.** Let f have derivative f′ everywhere, and let f′ have derivative d at x. Show that

f″(x) = d.

**Solution.** The derivative of f is the function f′, so differentiating it at x gives d. Lean's `deriv` returns 0 where no derivative exists; the `HasDerivAt` hypotheses exclude that case.

```lean
private lemma deriv_two {f f' : ℝ → ℝ} {d x : ℝ} (h : ∀ y, HasDerivAt f (f' y) y)
    (h' : HasDerivAt f' d x) : deriv (deriv f) x = d := by
  have e : deriv f = f' := funext fun y => (h y).deriv
  rw [e, h'.deriv]
```

## (b) The decaying exponential

**Task.** Show that

d/dx exp(−ax) = −a exp(−ax).

**Solution.** Apply the chain rule to the inner function −ax.

```lean
private lemma hasDerivAt_decay (a x : ℝ) :
    HasDerivAt (fun y => Real.exp (-a * y)) (-a * Real.exp (-a * x)) x :=
  ((hasDerivAt_id' x).const_mul (-a)).exp.congr_deriv (by ring)
```

## (c) The oscillator acting on a polynomial times a Gaussian

**Task.** With H₀ = −½ d²/dx² + w²x²/2, show that

H₀(pg) = (w/2) pg + (Tp) g.

**Solution.** Since g′ = −wxg,

(pg)′ = (p′ − wxp) g

(pg)″ = (p″ − 2wxp′ − wp + w²x²p) g.

Multiplying by −½ and adding w²x²pg/2 cancels the quadratic term and leaves (wp/2 + wxp′ − p″/2) g. In Lean, `h` is the first-derivative rule for any polynomial, used twice.

```lean
/-- On a polynomial times the Gaussian, the oscillator Hamiltonian is `w/2` plus `shift`. -/
theorem ham_gauss (w : ℝ) (p : ℝ[X]) (x : ℝ) :
    ham (fun y => w ^ 2 * y ^ 2 / 2) (gauss w p) x
      = w / 2 * gauss w p x + gauss w (shift w p) x := by
  have h (r : ℝ[X]) (y : ℝ) :
      HasDerivAt (gauss w r) (gauss w (derivative r - C w * X * r) y) y := by
    have hg : HasDerivAt (fun z : ℝ => -(w * z ^ 2 / 2)) (-(w * y)) y :=
      (((hasDerivAt_pow 2 y).const_mul w).div_const 2).fun_neg.congr_deriv
        (by push_cast; ring)
    refine ((r.hasDerivAt y).fun_mul hg.exp).congr_deriv ?_
    simp only [gauss, eval_sub, eval_mul, eval_C, eval_X]
    ring
  rw [ham, deriv_two (h p) (h _ x)]
  simp only [gauss, shift, derivative_sub, derivative_mul, derivative_C, derivative_X,
    eval_sub, eval_add, eval_mul, eval_C, eval_X, eval_zero, eval_one]
  ring
```

## (d) When T gives a constant

**Task.** For w > 0, show that

Tp = c implies c = 0 and p constant.

**Solution.** Suppose p has degree n ≥ 1 and leading coefficient α ≠ 0. The xⁿ coefficient of Tp is wnα, because p″ has lower degree. It is nonzero, but a constant has no xⁿ term. So p is constant, and then Tp = 0. Lean writes n as `m + 1` and compares coefficients in `hc`.

```lean
/-- For `w > 0`, if `shift` sends a polynomial to a constant, that constant is zero and the
polynomial is itself constant. -/
theorem shift_eq_const {w c : ℝ} (hw : 0 < w) {p : ℝ[X]} (h : shift w p = C c) :
    c = 0 ∧ ∃ k, p = C k := by
  have hd : p.natDegree = 0 := by
    by_contra hn
    obtain ⟨m, hm⟩ := Nat.exists_eq_succ_of_ne_zero hn
    have hp : p ≠ 0 := by
      rintro rfl
      simp at hn
    have hl : p.coeff (m + 1) ≠ 0 := by
      have := leadingCoeff_ne_zero.mpr hp
      rwa [leadingCoeff, hm] at this
    have z : p.coeff (m + 1 + 1 + 1) = 0 := coeff_eq_zero_of_natDegree_lt (by omega)
    -- compare the coefficients of the leading power
    have hc := congrArg (fun r => r.coeff (m + 1)) h
    simp only [shift, coeff_sub, coeff_C_mul, coeff_X_mul, coeff_derivative, z,
      coeff_C_succ] at hc
    have h0 : w * (p.coeff (m + 1) * ((m : ℝ) + 1)) = 0 := by linear_combination hc
    have hm1 : (m : ℝ) + 1 ≠ 0 := by positivity
    exact mul_ne_zero hw.ne' (mul_ne_zero hl hm1) h0
  obtain ⟨k, rfl⟩ : ∃ k, p = C k := ⟨_, eq_C_of_natDegree_eq_zero hd⟩
  have h0 := congrArg (eval 0) h
  simp only [shift, derivative_C, derivative_zero, mul_zero, sub_zero, eval_zero, eval_C] at h0
  exact ⟨h0.symm, k, rfl⟩
```

## (e) The first two energy corrections

**Task.** For w > 0, show that the Rayleigh–Schrödinger equations have solutions of the form polynomial times Gaussian exactly when

e₁ = 0 and e₂ = 3c₄/(4w²) − 11c₃²/(8w⁴).

**Solution.** By (c), cancelling g leaves

Tp = e₁ − c₃x³

Tq = e₂ + e₁p − c₃x³p − c₄x⁴.

Use Txⁿ = wnxⁿ − ½n(n−1)xⁿ⁻². With e₁ = 0, the first equation is solved by

p₀ = −c₃x³/(3w) − c₃x/w².

The second then becomes

Tq = e₂ + c₃²x⁶/(3w) + (c₃²/w² − c₄)x⁴.

For q₀ = Ax⁶ + bx⁴ + dx²,

Tq₀ = 6wAx⁶ + (4wb − 15A)x⁴ + (2wd − 6b)x² − d.

Matching powers gives

A = c₃²/(18w²)

b = 11c₃²/(24w³) − c₄/(4w)

d = 3b/w

e₂ = −d,

which is the stated value; call it e.

For any other solution p, q, T(p − p₀) = e₁, so (d) gives e₁ = 0 and p = p₀ + k for a constant k. Then T(q − q₀ − kp₀) = e₂ − e, and (d) gives e₂ = e.

In Lean, `s₁` and `s₂` check p₀ and q₀, `t₁` and `t₂` are the equations for an arbitrary solution, and `shift_eq_const` is applied twice.

```lean
/-- For an oscillator of frequency `w > 0` with cubic and quartic terms, the first energy
correction is zero and the second is `3c₄/(4w²) - 11c₃²/(8w⁴)`. -/
theorem energyCorrections_iff {w : ℝ} (hw : 0 < w) (c₃ c₄ e₁ e₂ : ℝ) :
    EnergyCorrections w c₃ c₄ e₁ e₂ ↔
      e₁ = 0 ∧ e₂ = 3 * c₄ / (4 * w ^ 2) - 11 * c₃ ^ 2 / (8 * w ^ 4) := by
  have hw0 := hw.ne'
  -- explicit polynomial corrections of first and second order
  obtain ⟨p₀, hp₀⟩ : ∃ p : ℝ[X], p = C (-c₃ / (3 * w)) * X ^ 3 + C (-c₃ / w ^ 2) * X := ⟨_, rfl⟩
  obtain ⟨b, hb⟩ : ∃ b, b = 11 * c₃ ^ 2 / (24 * w ^ 3) - c₄ / (4 * w) := ⟨_, rfl⟩
  obtain ⟨q₀, hq₀⟩ : ∃ q : ℝ[X], q = C (c₃ ^ 2 / (18 * w ^ 2)) * X ^ 6 + C b * X ^ 4
    + C (3 * b / w) * X ^ 2 := ⟨_, rfl⟩
  obtain ⟨e, he⟩ : ∃ e, e = 3 * c₄ / (4 * w ^ 2) - 11 * c₃ ^ 2 / (8 * w ^ 4) := ⟨_, rfl⟩
  have s₁ : shift w p₀ = -(C c₃ * X ^ 3) := Polynomial.funext fun x => by
    simp only [hp₀, shift, derivative_add, derivative_mul, derivative_C, derivative_X_pow,
      derivative_X, derivative_zero, derivative_one, eval_add, eval_sub, eval_mul, eval_neg,
      eval_C, eval_pow, eval_X, eval_zero, eval_one, Nat.cast_ofNat, Nat.reduceSub]
    field_simp
    ring
  have s₂ : shift w q₀ = C e - C c₃ * X ^ 3 * p₀ - C c₄ * X ^ 4 := Polynomial.funext fun x => by
    simp only [hp₀, hq₀, he, hb, shift, derivative_add, derivative_mul, derivative_C,
      derivative_X_pow, derivative_zero, eval_add, eval_sub, eval_mul,
      eval_C, eval_pow, eval_X, eval_zero, Nat.cast_ofNat, Nat.cast_one, Nat.reduceSub]
    field_simp
    ring
  rw [← he]
  constructor
  · rintro ⟨p, q, h₁, h₂⟩
    have t₁ : shift w p = C e₁ - C c₃ * X ^ 3 := Polynomial.funext fun x => by
      have h := h₁ x
      rw [ham_gauss] at h
      apply mul_right_cancel₀ (Real.exp_ne_zero (-(w * x ^ 2 / 2)))
      simp only [gauss, eval_one] at h
      simp only [eval_sub, eval_mul, eval_C, eval_pow, eval_X]
      linear_combination h
    have t₂ : shift w q = C e₂ + C e₁ * p - C c₃ * X ^ 3 * p - C c₄ * X ^ 4 :=
      Polynomial.funext fun x => by
        have h := h₂ x
        rw [ham_gauss] at h
        apply mul_right_cancel₀ (Real.exp_ne_zero (-(w * x ^ 2 / 2)))
        simp only [gauss, eval_one] at h
        simp only [eval_sub, eval_add, eval_mul, eval_C, eval_pow, eval_X]
        linear_combination h
    have hsub (r s : ℝ[X]) : shift w (r - s) = shift w r - shift w s := by
      simp only [shift, derivative_sub]
      ring
    have hmul (k : ℝ) (r : ℝ[X]) : shift w (C k * r) = C k * shift w r := by
      simp only [shift, derivative_C_mul]
      ring
    -- any other solution differs by a constant, which leaves the energies unchanged
    obtain ⟨rfl, k, hk⟩ := shift_eq_const hw (p := p - p₀) (c := e₁) (by
      rw [hsub, t₁, s₁]; ring)
    have hp : p = p₀ + C k := by linear_combination hk
    have hz := (shift_eq_const hw (p := q - q₀ - C k * p₀) (c := e₂ - e) (by
      rw [hsub, hsub, hmul, t₂, s₂, s₁, hp, C_sub, C_0]; ring)).1
    exact ⟨rfl, by linarith⟩
  · rintro ⟨rfl, rfl⟩
    refine ⟨p₀, q₀, fun x => ?_, fun x => ?_⟩
    · rw [ham_gauss, s₁]
      simp only [gauss, eval_neg, eval_mul, eval_C, eval_pow, eval_X, eval_one]
      ring
    · rw [ham_gauss, s₂]
      simp only [gauss, eval_sub, eval_mul, eval_C, eval_pow, eval_X, eval_one]
      ring
```

The key device is `Polynomial.funext`: over an infinite integral domain such as ℝ, two polynomials with equal values at every point are equal. The Schrödinger equations hold point by point, whereas (d) compares coefficients. Once the nonzero Gaussian is cancelled, this theorem turns the first kind of statement into the second.

## (f) Taylor coefficients of the Morse potential

**Task.** For every n ≥ 0, show that

cₙ₊₁ = D[(−2a)ⁿ⁺¹ − 2(−a)ⁿ⁺¹]/(n+1)!.

**Solution.** Expand V = D(1 − 2e^(−ax) + e^(−2ax)). Each derivative multiplies the exponentials by −a and −2a, so

V⁽ⁿ⁺¹⁾(x) = D[(−2a)ⁿ⁺¹e^(−2ax) − 2(−a)ⁿ⁺¹e^(−ax)].

Set x = 0 and divide by (n+1)!. Lean proves the derivative formula by induction, using (b).

```lean
/-- Every Taylor coefficient of the Morse potential beyond the constant one. -/
theorem taylorCoeff_morse (D a : ℝ) (n : ℕ) : taylorCoeff (morse D a) (n + 1)
    = D * ((-2 * a) ^ (n + 1) - 2 * (-a) ^ (n + 1)) / ((n + 1).factorial : ℝ) := by
  have h : iteratedDeriv (n + 1) (morse D a) = fun x => D * ((-2 * a) ^ (n + 1)
      * Real.exp (-a * x) ^ 2 - 2 * (-a) ^ (n + 1) * Real.exp (-a * x)) := by
    induction n with
    | zero =>
      rw [zero_add, iteratedDeriv_one]
      funext x
      exact ((((hasDerivAt_decay a x).const_sub 1).fun_pow 2).const_mul D |>.congr_deriv
        (by push_cast; ring)).deriv
    | succ n ih =>
      rw [iteratedDeriv_succ, ih]
      funext x
      exact (((((hasDerivAt_decay a x).fun_pow 2).const_mul ((-2 * a) ^ (n + 1))).fun_sub
        ((hasDerivAt_decay a x).const_mul (2 * (-a) ^ (n + 1)))).const_mul D |>.congr_deriv
        (by push_cast; ring)).deriv
  rw [taylorCoeff, h]
  simp only [mul_zero, Real.exp_zero, one_pow, mul_one]
```

## (g) When the state is square integrable

**Task.** For a, w > 0 and ψ = `morseState a w`, show that

∫ψ² dx < ∞ if and only if w > a²/2.

**Solution.** Put b = w/a² and s = 2w/a − a. Then

ψ² = exp(−2be^(−ax) − sx).

If w > a²/2, then s > 0 and ψ² ≤ e^(−sx) for x > 0. For x ≤ 0, e^(−ax) ≥ 1 − ax gives ψ² ≤ e^(ax−2b) ≤ e^(ax). Both bounds are integrable on their half-lines.

If w ≤ a²/2, then s ≤ 0, and ψ² ≥ e^(−2b) for all x > 0, so the integral diverges. Lean makes the same comparisons with `mono'`.

When the integral converges, it equals Γ(2b−1)/(a(2b)^(2b−1)); dividing ψ by the square root normalises it and leaves the energy unchanged.

```lean
/-- For `a, w > 0` the Morse state is square integrable exactly when `w > a²/2`. -/
theorem morseState_integrable_iff {a w : ℝ} (ha : 0 < a) (hw : 0 < w) :
    Integrable (fun x => morseState a w x ^ 2) ↔ a ^ 2 / 2 < w := by
  obtain ⟨b, hb⟩ : ∃ b, w / a ^ 2 = b := ⟨_, rfl⟩
  have hb0 : 0 < b := by rw [← hb]; positivity
  have hwb : w = b * a ^ 2 := by rw [← hb]; field_simp
  have hab : w / a = a * b := by rw [hwb]; field_simp
  have hsq (x : ℝ) : morseState a w x ^ 2
      = Real.exp (2 * (-b * Real.exp (-a * x) - (a * b - a / 2) * x)) := by
    rw [morseState, hb, hab, sq, ← Real.exp_add, two_mul]
  simp only [hsq]
  constructor
  · intro h
    by_contra hn
    have hb2 : b ≤ 1 / 2 := by
      rw [← hb, div_le_iff₀ (by positivity)]
      linarith
    -- otherwise the density stays above a positive constant on the right half-line
    have hc : Integrable (fun _ : ℝ => Real.exp (-2 * b)) (volume.restrict (Set.Ioi 0)) := by
      refine (h.integrableOn (s := Set.Ioi 0)).mono' aestronglyMeasurable_const
        ((ae_restrict_iff' measurableSet_Ioi).2 (ae_of_all _ fun x hx => ?_))
      have hx0 : 0 < x := hx
      rw [Real.norm_of_nonneg (Real.exp_pos _).le, Real.exp_le_exp]
      have hu : Real.exp (-a * x) ≤ 1 := Real.exp_le_one_iff.2 (by nlinarith)
      have h1 := mul_le_mul_of_nonneg_left hu hb0.le
      have h2 := mul_nonneg (mul_pos ha hx0).le (sub_nonneg.2 hb2)
      linarith
    rcases integrable_const_iff.mp hc with h0 | h0
    · exact Real.exp_ne_zero _ h0
    · have := h0.measure_univ_lt_top
      simp at this
  · intro h
    have hs : 0 < 2 * (a * b - a / 2) := by
      have : a / 2 < w / a := by
        rw [lt_div_iff₀ ha]
        linarith
      linarith
    have hm : Continuous fun x : ℝ =>
        Real.exp (2 * (-b * Real.exp (-a * x) - (a * b - a / 2) * x)) := by fun_prop
    rw [← integrableOn_univ, ← Set.Iic_union_Ioi (a := (0 : ℝ))]
    refine IntegrableOn.union ?_ ?_
    · refine (integrableOn_exp_mul_Iic ha 0).mono' hm.aestronglyMeasurable
        (ae_of_all _ fun x => ?_)
      rw [Real.norm_of_nonneg (Real.exp_pos _).le, Real.exp_le_exp]
      have := mul_le_mul_of_nonneg_left (Real.add_one_le_exp (-a * x)) hb0.le
      linarith
    · refine (exp_neg_integrableOn_Ioi 0 hs).mono' hm.aestronglyMeasurable
        (ae_of_all _ fun x => ?_)
      rw [Real.norm_of_nonneg (Real.exp_pos _).le, Real.exp_le_exp]
      have := mul_pos hb0 (Real.exp_pos (-a * x))
      linarith
```

## (h) The exact energy

**Task.** For a ≠ 0 and D = w²/(2a²), show that

−ψ″/2 + Vψ = (w/2 − a²/8) ψ.

**Solution.** Let u = e^(−ax) and L = ψ′/ψ. Then

L = (w/a)u − (w/a − a/2) = a/2 − (w/a)(1−u)

L′ = −wu

ψ″/ψ = L² + L′ = a²/4 − w(1−u) + (w²/a²)(1−u)² − wu.

Multiplying by −½ and adding V = w²(1−u)²/(2a²) cancels the squares and leaves w/2 − a²/8. `h₁` and `h₂` are the two derivatives; `field_simp` and `ring` finish the algebra.

```lean
/-- For `a ≠ 0` and depth `w²/(2a²)`, the Morse state solves the Schrödinger equation with
energy `w/2 - a²/8`. -/
theorem ham_morseState {a : ℝ} (ha : a ≠ 0) (w x : ℝ) :
    ham (morse (w ^ 2 / (2 * a ^ 2)) a) (morseState a w) x
      = (w / 2 - a ^ 2 / 8) * morseState a w x := by
  have k₁ (u : ℝ) : -(w / a ^ 2) * (-a * u) = w / a * u := by field_simp
  have k₂ (u : ℝ) : w / a * (-a * u) = -w * u := by field_simp
  have h₁ (y : ℝ) : HasDerivAt (morseState a w)
      ((w / a * Real.exp (-a * y) - (w / a - a / 2)) * morseState a w y) y := by
    refine (((hasDerivAt_decay a y).const_mul (-(w / a ^ 2))).fun_sub
      ((hasDerivAt_id' y).const_mul (w / a - a / 2))).exp.congr_deriv ?_
    rw [k₁, morseState]
    ring
  have h₂ := (((hasDerivAt_decay a x).const_mul (w / a)).sub_const (w / a - a / 2)).fun_mul (h₁ x)
  rw [ham, deriv_two h₁ h₂, k₂, morse]
  generalize morseState a w x = y
  generalize Real.exp (-a * x) = u
  field_simp
  ring
```

## (i) Perturbative and exact energies agree

**Task.** For a > 0, w > a²/2 and D = w²/(2a²), show that ψ is square integrable with energy w/2 + e₁ + e₂, and that

w/2 + e₁ + e₂ = w/2 + 3c₄/(4w²) − 11c₃²/(8w⁴) = w/2 − a²/8.

**Solution.** From (f),

c₃ = −Da³ = −w²a/2

c₄ = 7Da⁴/12 = 7w²a²/24.

By (e), e₁ = 0 and

e₂ = 7a²/32 − 11a²/32 = −a²/8.

Part (h) gives the same energy, and (g) gives square integrability. The hypothesis `he` says that e₁ and e₂ are the perturbative corrections; by (e) such numbers always exist. The theorem equates the second-order sum with the exact energy, and makes no statement about individual higher orders, convergence of the series, or ψ being the lowest state.

```lean
/-- For `a > 0`, `w > a²/2` and depth `w²/(2a²)`, the Morse state is square integrable and its
exact energy is `w/2` plus the first two corrections computed from the cubic and quartic Taylor
coefficients; these give `w/2 + 3c₄/(4w²) - 11c₃²/(8w⁴) = w/2 - a²/8`. -/
theorem morse_second_order_exact {a w c₃ c₄ e₁ e₂ : ℝ} (ha : 0 < a) (hw : a ^ 2 / 2 < w)
    (h₃ : c₃ = taylorCoeff (morse (w ^ 2 / (2 * a ^ 2)) a) 3)
    (h₄ : c₄ = taylorCoeff (morse (w ^ 2 / (2 * a ^ 2)) a) 4)
    (he : EnergyCorrections w c₃ c₄ e₁ e₂) :
    Integrable (fun x => morseState a w x ^ 2) ∧
    (∀ x, ham (morse (w ^ 2 / (2 * a ^ 2)) a) (morseState a w) x
      = (w / 2 + e₁ + e₂) * morseState a w x) ∧
    w / 2 + e₁ + e₂ = w / 2 + 3 * c₄ / (4 * w ^ 2) - 11 * c₃ ^ 2 / (8 * w ^ 4) ∧
    w / 2 + e₁ + e₂ = w / 2 - a ^ 2 / 8 := by
  have hw0 : 0 < w := lt_trans (by positivity) hw
  obtain ⟨r₁, r₂⟩ := (energyCorrections_iff hw0 c₃ c₄ e₁ e₂).1 he
  have v₃ : c₃ = -(w ^ 2 * a / 2) := by
    refine h₃.trans ((taylorCoeff_morse _ a 2).trans ?_)
    rw [show ((Nat.factorial (2 + 1) : ℕ) : ℝ) = 6 by norm_num [Nat.factorial],
      div_mul_eq_mul_div, div_div, div_eq_iff (by positivity)]
    ring
  have v₄ : c₄ = 7 * w ^ 2 * a ^ 2 / 24 := by
    refine h₄.trans ((taylorCoeff_morse _ a 3).trans ?_)
    rw [show ((Nat.factorial (3 + 1) : ℕ) : ℝ) = 24 by norm_num [Nat.factorial],
      div_mul_eq_mul_div, div_div, div_eq_iff (by positivity)]
    ring
  have hE : w / 2 + e₁ + e₂ = w / 2 - a ^ 2 / 8 := by
    rw [r₁, r₂, v₃, v₄]
    field_simp
    ring
  refine ⟨(morseState_integrable_iff ha hw0).2 hw, fun x => ?_, ?_, hE⟩
  · rw [hE, ham_morseState ha.ne']
  · rw [r₁, r₂]
    ring

end

end MorseSecondOrder
```

```lean
#print axioms MorseSecondOrder.morse_second_order_exact
-- 'MorseSecondOrder.morse_second_order_exact' depends on axioms: [propext, Classical.choice, Quot.sound]
```
